# Detailed balance of finite graph updates and the improved estimator for free loop flips

In a loop simulation of a quantum magnet, the squared magnetization along the quantization axis can be measured by adding the squared moments of the loops just drawn, instead of squaring the magnetization of one configuration. For finitely many configurations and graphs, with positive weights and freely flipping loops, both measurements have the same thermal average.

## From graph weights to squared loop moments

Let c run over a finite, nonempty set of configurations and G over a finite set of graphs. Let Δ(c,G) be 1 if they are compatible and 0 otherwise, let v(G) ≥ 0 be graph weights, and suppose

W(c) = Σ_G v(G) Δ(c,G) > 0.

Write N(G) = Σ_c Δ(c,G). An update draws G with probability p(G|c) = v(G)Δ(c,G)/W(c), then a uniform compatible c':

P(c,c') = Σ_G p(G|c) Δ(c',G)/N(G).

Graphs with N(G) = 0 are never drawn and are omitted here. A drawn graph is compatible with c itself, so N(G) ≥ 1 and its redraw probabilities sum to 1. Hence

Σ_c' P(c,c') = Σ_G p(G|c) = W(c)/W(c) = 1.

Multiplying P by W(c) cancels the denominator:

W(c)P(c,c') = Σ_G v(G) Δ(c,G) Δ(c',G)/N(G).

The right side is symmetric in c and c', which is detailed balance. Summing over c gives stationarity:

Σ_c W(c)P(c,c') = W(c') Σ_c P(c',c) = W(c').

For any observable A it follows that

Σ_c W(c) Σ_c' P(c,c')A(c') = Σ_c' W(c')A(c').

After division by Σ_c W(c), this says that A may be replaced by its mean over the configurations compatible with the drawn graph.

Now let a graph have loops l with moments m_l and independent signs s_l = ±1, both values being equally likely. The flip average ⟨…⟩ is the mean over all choices of signs. For s_k s_l it is 1 if k = l. For k ≠ l, reversing s_k alone pairs terms of opposite sign, so the average is 0. Therefore

⟨(Σ_l s_l m_l)²⟩ = Σ_k Σ_l m_k m_l ⟨s_k s_l⟩ = Σ_l m_l².

If, for every graph G, the flips produce each compatible configuration exactly once and give M = Σ_l s_l m_l, the uniform mean of M² is this flip average. Writing ⟨A⟩_W = Σ_c W(c)A(c) / Σ_c W(c) for the thermal average, we obtain

⟨M²⟩_W = ⟨Σ_G p(G|c) Σ_l m_l(G)²⟩_W.

## Configurations, graphs and the transition kernel

The types `C` and `K` hold configurations and graphs.

In Lean 4 with Mathlib:

```lean
import Mathlib

open Finset

namespace LoopUpdate

noncomputable section

variable {C K : Type*} [Fintype C]
```

Compatibility is Boolean; `delta` turns it into a number, and `count` is N(G).

```lean
/-- The compatibility factor Δ(c,G), equal to one if configuration and graph are compatible and
zero otherwise. -/
def delta (Δ : C → K → Bool) (c : C) (g : K) : ℝ := if Δ c g = true then 1 else 0

/-- The number of configurations compatible with a graph. -/
def count (Δ : C → K → Bool) (g : K) : ℝ := ∑ c, delta Δ c g

/-- The uniform distribution on the configurations compatible with a graph, for graphs that have
at least one. -/
def redraw (Δ : C → K → Bool) (g : K) (c : C) : ℝ := delta Δ c g / count Δ g
```

The compatible configuration `c` in the next lemma makes N(G) positive.

```lean
/-- The uniform distribution is normalized for a graph compatible with some configuration. -/
theorem redraw_sum (Δ : C → K → Bool) {c : C} {g : K} (h : Δ c g = true) :
    ∑ c', redraw Δ g c' = 1 := by
  have hpos : 0 < count Δ g := by
    unfold count
    refine Finset.sum_pos' (fun c' _ => ?_) ⟨c, Finset.mem_univ c, ?_⟩
    · unfold delta
      split_ifs <;> norm_num
    · simp [delta, h]
  unfold redraw
  rw [← Finset.sum_div]
  exact div_self hpos.ne'
```

The following definitions are W(c), p(G|c), P(c,c') and the W-weighted average.

```lean
variable [Fintype K]

/-- The configuration weight W(c), the sum of v(G) Δ(c,G) over graphs. -/
def weight (v : K → ℝ) (Δ : C → K → Bool) (c : C) : ℝ := ∑ g, v g * delta Δ c g

/-- The probability v(G) Δ(c,G) / W(c) of drawing graph G in configuration c, for nonnegative v and
positive W(c). -/
def graphProb (v : K → ℝ) (Δ : C → K → Bool) (c : C) (g : K) : ℝ :=
  v g * delta Δ c g / weight v Δ c

/-- The transition probability of one update from c to c': draw a graph, then a uniform compatible
configuration. This reading assumes nonnegative v and positive W(c). -/
def step (v : K → ℝ) (Δ : C → K → Bool) (c c' : C) : ℝ :=
  ∑ g, graphProb v Δ c g * redraw Δ g c'

/-- The average of an observable with weights W(c), for nonzero total weight. -/
def thermal (v : K → ℝ) (Δ : C → K → Bool) (A : C → ℝ) : ℝ :=
  (∑ c, weight v Δ c * A c) / ∑ c, weight v Δ c
```

## Normalization, balance and stationarity

The proof of the row sum exchanges the sums over graphs and final configurations. It then separates graphs compatible with `c` from those of zero probability.

```lean
/-- The update probabilities are nonnegative and sum to one over the final configurations. -/
theorem step_stochastic (v : K → ℝ) (Δ : C → K → Bool) (hv : ∀ g, 0 ≤ v g) {c : C}
    (hc : 0 < weight v Δ c) :
    (∀ c', 0 ≤ step v Δ c c') ∧ ∑ c', step v Δ c c' = 1 := by
  have hd : ∀ a g, 0 ≤ delta Δ a g := by
    intro a g
    unfold delta
    split_ifs <;> norm_num
  constructor
  · intro c'
    exact Finset.sum_nonneg fun g _ => mul_nonneg
      (div_nonneg (mul_nonneg (hv g) (hd c g)) hc.le)
      (div_nonneg (hd c' g) (Finset.sum_nonneg fun a _ => hd a g))
  · calc ∑ c', step v Δ c c' = ∑ g, graphProb v Δ c g * ∑ c', redraw Δ g c' := by
          unfold step
          rw [Finset.sum_comm]
          simp only [Finset.mul_sum]
      _ = ∑ g, graphProb v Δ c g := by
          -- a graph that can be drawn is compatible with c itself
          refine Finset.sum_congr rfl fun g _ => ?_
          by_cases h : Δ c g = true
          · rw [redraw_sum Δ h, mul_one]
          · simp [graphProb, delta, h]
      _ = 1 := by
          unfold graphProb
          rw [← Finset.sum_div]
          exact div_self hc.ne'
```

Here `key` is the symmetric expression for the flow. The theorem assumes positivity only for the two weights involved.

```lean
/-- The graph update satisfies detailed balance with respect to the weight W. -/
theorem detailed_balance (v : K → ℝ) (Δ : C → K → Bool) {c c' : C}
    (hc : 0 < weight v Δ c) (hc' : 0 < weight v Δ c') :
    weight v Δ c * step v Δ c c' = weight v Δ c' * step v Δ c' c := by
  -- the probability flow is a sum over graphs, symmetric in the two configurations
  have key : ∀ a b, 0 < weight v Δ a → weight v Δ a * step v Δ a b
      = ∑ g, v g * delta Δ a g * delta Δ b g / count Δ g := by
    intro a b ha
    have hne := ha.ne'
    unfold step
    rw [Finset.mul_sum]
    refine Finset.sum_congr rfl fun g _ => ?_
    have hx : weight v Δ a * graphProb v Δ a g = v g * delta Δ a g := by
      unfold graphProb
      field_simp
    rw [← mul_assoc, hx]
    unfold redraw
    ring
  rw [key c c' hc, key c' c hc']
  exact Finset.sum_congr rfl fun g _ => by ring
```

The stationarity theorem assumes v ≥ 0 and W > 0 on all of `C`: forbidden configurations are left out of the type, and negative weights, as in a sign problem, are not covered. Ergodicity is a separate matter.

```lean
/-- The weight W is stationary under the graph update. -/
theorem stationary (v : K → ℝ) (Δ : C → K → Bool) (hv : ∀ g, 0 ≤ v g)
    (hW : ∀ c, 0 < weight v Δ c) (c' : C) :
    ∑ c, weight v Δ c * step v Δ c c' = weight v Δ c' := by
  calc ∑ c, weight v Δ c * step v Δ c c' = ∑ c, weight v Δ c' * step v Δ c' c :=
        Finset.sum_congr rfl fun c _ => detailed_balance v Δ (hW c) (hW c')
    _ = weight v Δ c' := by
        rw [← Finset.mul_sum, (step_stochastic v Δ hv (hW c')).2, mul_one]
```

In the replacement of an observable, `h` recognizes the graph average as one step of the kernel, and `hnum` applies stationarity.

```lean
/-- A thermal average is unchanged when the observable is replaced by its mean over the
configurations compatible with the drawn graph, averaged over graphs. -/
theorem thermal_graph_average (v : K → ℝ) (Δ : C → K → Bool) (hv : ∀ g, 0 ≤ v g)
    (hW : ∀ c, 0 < weight v Δ c) (A : C → ℝ) :
    thermal v Δ A = thermal v Δ
      (fun c => ∑ g, graphProb v Δ c g * ∑ c', redraw Δ g c' * A c') := by
  have h : ∀ c, ∑ g, graphProb v Δ c g * ∑ c', redraw Δ g c' * A c'
      = ∑ c', step v Δ c c' * A c' := by
    intro c
    simp only [step, Finset.sum_mul, Finset.mul_sum]
    rw [Finset.sum_comm]
    exact Finset.sum_congr rfl fun _ _ => Finset.sum_congr rfl fun _ _ => by ring
  have hnum : ∑ c, weight v Δ c * ∑ c', step v Δ c c' * A c' = ∑ c, weight v Δ c * A c := by
    simp only [Finset.mul_sum]
    rw [Finset.sum_comm]
    refine Finset.sum_congr rfl fun c' _ => ?_
    rw [← stationary v Δ hv hW c', Finset.sum_mul]
    exact Finset.sum_congr rfl fun _ _ => by ring
  simp only [thermal, h, hnum]
```

## Averaging over loop signs

A sign is an element of `ℤˣ`, the integer units ±1, cast to a real number when it multiplies a moment.

```lean
/-- The mean over all independent flips s = ±1 of a set of loops. -/
def flipAverage {L : Type*} [Fintype L] [DecidableEq L] (f : (L → ℤˣ) → ℝ) : ℝ :=
  (∑ s, f s) / (Fintype.card (L → ℤˣ) : ℝ)
```

Multiplication by `Pi.mulSingle k (-1)` flips loop k alone. The sum then equals its own negative.

```lean
/-- The flip average of s_k s_l is one for equal loops and zero for different loops. -/
theorem flipAverage_pair {L : Type*} [Fintype L] [DecidableEq L] (k l : L) :
    flipAverage (fun s : L → ℤˣ => ((s k : ℤ) : ℝ) * ((s l : ℤ) : ℝ))
      = if k = l then 1 else 0 := by
  unfold flipAverage
  split_ifs with h
  · rw [← h]
    have hs : ∀ s : L → ℤˣ, ((s k : ℤ) : ℝ) * ((s k : ℤ) : ℝ) = 1 := by
      intro s
      rcases Int.units_eq_one_or (s k) with h | h <;> simp [h]
    simp only [hs, Finset.sum_const, Finset.card_univ, nsmul_eq_mul, mul_one]
    exact div_self (Nat.cast_ne_zero.mpr Fintype.card_ne_zero)
  · -- flipping loop k alone reverses the sign of the product
    have hflip : ∑ s : L → ℤˣ, ((s k : ℤ) : ℝ) * ((s l : ℤ) : ℝ)
        = ∑ s : L → ℤˣ, -(((s k : ℤ) : ℝ) * ((s l : ℤ) : ℝ)) := by
      refine Fintype.sum_equiv (Equiv.mulLeft (Pi.mulSingle k (-1) : L → ℤˣ)) _ _ fun s => ?_
      simp [Pi.mulSingle_eq_of_ne (Ne.symm h)]
    rw [Finset.sum_neg_distrib] at hflip
    rw [self_eq_neg.mp hflip, zero_div]
```

The square is expanded into a double sum, from which the pair average selects the diagonal.

```lean
/-- The flip average of the squared total moment is the sum of the squared loop moments. -/
theorem flipAverage_sq {L : Type*} [Fintype L] [DecidableEq L] (m : L → ℝ) :
    flipAverage (fun s : L → ℤˣ => (∑ l, ((s l : ℤ) : ℝ) * m l) ^ 2) = ∑ l, m l ^ 2 := by
  have expand : ∑ s : L → ℤˣ, (∑ l, ((s l : ℤ) : ℝ) * m l) ^ 2
      = ∑ k, ∑ l, m k * m l * ∑ s : L → ℤˣ, ((s k : ℤ) : ℝ) * ((s l : ℤ) : ℝ) := by
    calc _ = ∑ s : L → ℤˣ, ∑ k, ∑ l, m k * m l * (((s k : ℤ) : ℝ) * ((s l : ℤ) : ℝ)) := by
          refine Finset.sum_congr rfl fun s _ => ?_
          rw [sq, Finset.sum_mul_sum]
          exact Finset.sum_congr rfl fun _ _ => Finset.sum_congr rfl fun _ _ => by ring
      _ = _ := by
          rw [Finset.sum_comm]
          refine Finset.sum_congr rfl fun k _ => ?_
          rw [Finset.sum_comm]
          simp only [Finset.mul_sum]
  calc _ = ∑ k, ∑ l, m k * m l *
          flipAverage (fun s : L → ℤˣ => ((s k : ℤ) : ℝ) * ((s l : ℤ) : ℝ)) := by
        unfold flipAverage
        rw [expand, Finset.sum_div]
        refine Finset.sum_congr rfl fun k _ => ?_
        rw [Finset.sum_div]
        exact Finset.sum_congr rfl fun l _ => by ring
    _ = ∑ l, m l ^ 2 := by
        simp only [flipAverage_pair]
        simp [sq]
```

## The improved estimator

The structure below states what a model must supply: `inj` and `range` say that flips produce each compatible configuration once, and `moment` gives M. Physically, no field or other residual weight favours one loop orientation. This is assumed for the model, not derived from a Hamiltonian.

```lean
/-- Graph g has n(g) loops whose flips produce each compatible configuration exactly once, and
the magnetization M is the sum of the loop moments m with the flip signs. -/
structure IsLoopDecomposition {C K : Type*} (Δ : C → K → Bool) (n : K → ℕ)
    (conf : (g : K) → (Fin (n g) → ℤˣ) → C) (m : (g : K) → Fin (n g) → ℝ)
    (M : C → ℝ) : Prop where
  inj : ∀ g, Function.Injective (conf g)
  range : ∀ g c, Δ c g = true ↔ ∃ s, conf g s = c
  moment : ∀ g s, M (conf g s) = ∑ l, ((s l : ℤ) : ℝ) * m g l
```

In the proof, `hsum` changes a sum over compatible configurations into one over flips, and `hN` gives N(G) = 2^n(G). The theorem equates averages; it does not compare variances.

```lean
/-- The thermal average of the squared magnetization equals that of the improved estimator, the
sum of squared loop moments averaged over the drawn graph. -/
theorem improved_estimator (v : K → ℝ) (Δ : C → K → Bool) (hv : ∀ g, 0 ≤ v g)
    (hW : ∀ c, 0 < weight v Δ c) {n : K → ℕ} {conf : (g : K) → (Fin (n g) → ℤˣ) → C}
    {m : (g : K) → Fin (n g) → ℝ} {M : C → ℝ} (h : IsLoopDecomposition Δ n conf m M) :
    thermal v Δ (fun c => M c ^ 2)
      = thermal v Δ (fun c => ∑ g, graphProb v Δ c g * ∑ l, m g l ^ 2) := by
  have key : ∀ g, ∑ c', redraw Δ g c' * M c' ^ 2 = ∑ l, m g l ^ 2 := by
    intro g
    -- sums over compatible configurations are sums over loop flips
    have hsum : ∀ F : C → ℝ, ∑ c, delta Δ c g * F c = ∑ s, F (conf g s) := by
      intro F
      classical
      have himg : Finset.univ.filter (fun c => Δ c g = true)
          = Finset.univ.image (conf g) := by
        ext c
        simp [h.range g c]
      simp only [delta, ite_mul, one_mul, zero_mul]
      rw [← Finset.sum_filter, himg, Finset.sum_image (h.inj g).injOn]
    have hN : count Δ g = (Fintype.card (Fin (n g) → ℤˣ) : ℝ) := by
      have h1 := hsum (fun _ => 1)
      simp only [mul_one, Finset.sum_const, Finset.card_univ, nsmul_eq_mul] at h1
      exact h1
    calc _ = (∑ c', delta Δ c' g * M c' ^ 2) / count Δ g := by
          rw [Finset.sum_div]
          refine Finset.sum_congr rfl fun c' _ => ?_
          unfold redraw
          ring
      _ = flipAverage (fun s => (∑ l, ((s l : ℤ) : ℝ) * m g l) ^ 2) := by
          rw [hsum (fun c => M c ^ 2), hN]
          simp only [h.moment, flipAverage]
      _ = _ := flipAverage_sq (m g)
  rw [thermal_graph_average v Δ hv hW]
  simp only [key]
```

## Two spins, two graphs

A small classical case is a ferromagnetic Ising pair with spins ±1, where clusters of spins take the place of loops. It has a free graph with two loops of moment 1 and a bond graph with one loop of moment 2, which forces the spins to be parallel.

```lean
/-- Compatibility for two spins: the free graph (false) allows all configurations, the bond graph
(true) only parallel spins. -/
def bondDelta : (Fin 2 → ℤˣ) → Bool → Bool
  | _, false => true
  | c, true => decide (c 0 = c 1)

/-- The free graph has two loops, the bond graph one. -/
def bondLoops : Bool → ℕ
  | false => 2
  | true => 1

/-- The two-spin configuration produced by given loop signs. -/
def bondConf : (g : Bool) → (Fin (bondLoops g) → ℤˣ) → (Fin 2 → ℤˣ)
  | false, s => s
  | true, s => fun _ => s (0 : Fin 1)

/-- Each loop has moment one in the free graph and two in the bond graph. -/
def bondMoment : (g : Bool) → Fin (bondLoops g) → ℝ
  | false, _ => 1
  | true, _ => 2
```

With unit graph weights, each of the two parallel configurations has W = 2 and each of the two antiparallel ones W = 1. Directly, ⟨M²⟩ = (2·4 + 2·4)/6 = 8/3. The loop estimator is 2 for the free graph and 4 for the bond graph, so its graph average is 3 in a parallel configuration and 2 in an antiparallel one. This gives (2·2·3 + 2·1·2)/6 = 8/3 again. The theorem below verifies the loop decomposition and the positivity of the weights for this example.

```lean
/-- Two spins with a free and a bond graph of unit weight have a loop decomposition of their total
magnetization, and all configuration weights are positive. -/
theorem improved_estimator_witness :
    IsLoopDecomposition bondDelta bondLoops bondConf bondMoment
      (fun c => ((c 0 : ℤ) : ℝ) + ((c 1 : ℤ) : ℝ)) ∧
    ∀ c, 0 < weight (fun _ => 1) bondDelta c := by
  refine ⟨⟨?_, ?_, ?_⟩, ?_⟩
  · rintro (_ | _)
    · intro s t h
      exact h
    · intro (s : Fin 1 → ℤˣ) (t : Fin 1 → ℤˣ) h
      exact funext fun l : Fin 1 => by
        rw [Subsingleton.elim l 0]
        exact congrFun h 0
  · rintro (_ | _) c
    · exact ⟨fun _ => ⟨c, rfl⟩, fun _ => rfl⟩
    · constructor
      · intro h
        have h' : c 0 = c 1 := of_decide_eq_true (show decide (c 0 = c 1) = true from h)
        refine ⟨fun _ => c 0, ?_⟩
        funext i
        fin_cases i
        · exact rfl
        · exact h'
      · rintro ⟨s, rfl⟩
        exact decide_eq_true rfl
  · rintro (_ | _)
    · intro (s : Fin 2 → ℤˣ)
      change ((s 0 : ℤ) : ℝ) + ((s 1 : ℤ) : ℝ) = ∑ l : Fin 2, ((s l : ℤ) : ℝ) * 1
      rw [Fin.sum_univ_two]
      ring
    · intro (s : Fin 1 → ℤˣ)
      change ((s 0 : ℤ) : ℝ) + ((s 0 : ℤ) : ℝ) = ∑ l : Fin 1, ((s l : ℤ) : ℝ) * 2
      rw [Fin.sum_univ_one]
      ring
  · intro c
    have h1 : 0 ≤ delta bondDelta c true := by
      unfold delta
      split_ifs <;> norm_num
    have h2 : delta bondDelta c false = 1 := by simp [delta, bondDelta]
    simp only [weight, Fintype.sum_bool, one_mul, h2]
    linarith

end

end LoopUpdate
```

```lean
#print axioms LoopUpdate.improved_estimator
```

```
'LoopUpdate.improved_estimator' depends on axioms: [propext, Classical.choice, Quot.sound]
```
